# Omitting phonon modes raises a finite-basis polaron energy by at most their summed $\|g_q\|^2/w_q$

Before a supercell polaron calculation is run with a reduced set of phonon modes, the modes to be left out can be screened by adding up $\|g_q\|^2/w_q$ over them. Here $w_q>0$ is the energy quantum of mode $q$, equal to its angular frequency in units with $\hbar=1$, and $\|g_q\|$ is the operator norm of its electron–phonon coupling matrix, which in an orthonormal basis is the largest singular value. The matrix $g_q$ is the coefficient of the mode's creation operator in the supercell Hamiltonian, so it has units of energy and includes any factor $1/\sqrt N$ that comes from a supercell of $N$ cells. For one electron in a finite basis, coupled linearly to finitely many harmonic modes with classical displacements, this sum bounds the resulting error in the ground-state energy, and no polaron state has to be computed to evaluate it.

## Eliminating the displacements and comparing two minima

Let $A$ be the electronic amplitude, a unit vector in a nonzero finite-dimensional complex inner product space, and let $h$ be the Hermitian electronic Hamiltonian. Mode $q$ has a complex displacement $z_q$, the classical number that replaces its annihilation operator, and is driven by the expectation value $s_q=\langle A,g_qA\rangle$. With the modes in a finite set $S$ retained, the energy is

$$\langle A,hA\rangle+\sum_{q\in S}\left(w_q|z_q|^2+2\,\mathrm{Re}(\overline{z_q}\,s_q)\right).$$

Since $w_q$ is real and positive, expanding the square gives

$$w_q\left|z_q+\frac{s_q}{w_q}\right|^2=w_q|z_q|^2+2\,\mathrm{Re}(\overline{z_q}\,s_q)+\frac{|s_q|^2}{w_q}.$$

Each mode therefore contributes least at $z_q=-s_q/w_q$, where its contribution is $-|s_q|^2/w_q$. What remains is a functional of $A$ alone,

$$F_S(A)=\langle A,hA\rangle-\sum_{q\in S}\frac{|\langle A,g_qA\rangle|^2}{w_q}.$$

This functional is continuous and the unit sphere is compact, so $F_S$ has a minimum $\varepsilon_S$ on it.

Now retain only a subset $T\subseteq S$. Write the omitted terms as

$$D(A)=\sum_{q\in S\setminus T}\frac{|\langle A,g_qA\rangle|^2}{w_q},\qquad F_T(A)=F_S(A)+D(A).$$

Let $A$ minimise $F_S$ and let $B$ minimise $F_T$. Using each as a trial state for the other functional gives

$$\varepsilon_T\le F_T(A)=\varepsilon_S+D(A),\qquad \varepsilon_S\le F_S(B)=\varepsilon_T-D(B),$$

and hence

$$D(B)\le\varepsilon_T-\varepsilon_S\le D(A).$$

Positive frequencies make $D(B)\ge0$. By the Cauchy–Schwarz inequality, $|\langle A,g_qA\rangle|\le\|A\|\,\|g_qA\|\le\|g_q\|$ for a unit vector. Together these give

$$0\le\varepsilon_T-\varepsilon_S\le\sum_{q\in S\setminus T}\frac{\|g_q\|^2}{w_q}.$$

The upper bound can be reached. If $g_q=c_q\mathbb 1$ for every omitted mode, so that the mode shifts all electronic levels equally, then $|\langle A,g_qA\rangle|=|c_q|=\|g_q\|$ in every unit state. In that case $D(A)$ and $D(B)$ both equal the bound.

The two ends of the estimate are readily confused. After a truncated run only $B$ is available, and $D(B)$ may then be reported as an upper bound on the error, although it is a lower bound. Take $h=\mathrm{diag}(0,\delta)$ with $\delta>0$, no retained modes, and one omitted mode with $g=\mathrm{diag}(0,\gamma)$ and $\gamma^2/w>\delta$. The truncated ground state is the first basis vector, where $D(B)=0$. The full ground state is the second, and the true error is $\gamma^2/w-\delta>0$.

## The energy functional and its infimum in Lean

The type `ι` labels the modes, and `E` is the electronic space.

```lean
import Mathlib

open ComplexConjugate

namespace PolaronModeTruncation

noncomputable section

variable {ι E : Type*} [NormedAddCommGroup E] [InnerProductSpace ℂ E]
```

The operators `h` and `g q` are continuous linear maps `E →L[ℂ] E`, whose norm is the operator norm. The inner product `inner ℂ A (h A)` is conjugate-linear in its first argument, as in $\langle A,hA\rangle$. The definition `energy` is $F_S(A)$ with the real part of the electronic term taken, so that it is a real number for any `h`. The retained modes form a `Finset`, so every phonon sum is finite.

```lean
/-- The polaron energy of the electronic amplitude `A` with the phonon modes in `S` retained,
for couplings `g q` and frequencies `w q > 0`. -/
def energy (h : E →L[ℂ] E) (g : ι → E →L[ℂ] E) (w : ι → ℝ) (S : Finset ι) (A : E) : ℝ :=
  (inner ℂ A (h A)).re - ∑ q ∈ S, ‖inner ℂ A (g q A)‖ ^ 2 / w q
```

The number $\varepsilon_S$ is defined as the infimum of `energy` over the sphere of radius one. That it is attained is proved further on.

```lean
/-- The ground-state energy with the modes in `S` retained: the infimum of the polaron energy
over unit amplitudes, for frequencies `w q > 0`. -/
def groundEnergy (h : E →L[ℂ] E) (g : ι → E →L[ℂ] E) (w : ι → ℝ) (S : Finset ι) : ℝ :=
  sInf (energy h g w S '' Metric.sphere (0 : E) 1)
```

## The phonon term and the real part

The next theorem is the completed square for a single mode. The proof writes both sides in real and imaginary parts, clears the denominator `w`, and compares polynomials. It supplies the identity behind $F_S$; the subsequent minimisation over displacements is the short argument given above, and the later theorems start from $F_S$ itself.

```lean
/-- Completing the square in the displacement `z` of a mode of frequency `w > 0` that is
driven by the electronic expectation value `s`. -/
theorem complete_square (w : ℝ) (hw : 0 < w) (z s : ℂ) :
    w * ‖z‖ ^ 2 + 2 * (conj z * s).re = w * ‖z + s / (w : ℂ)‖ ^ 2 - ‖s‖ ^ 2 / w := by
  have hw0 : w ≠ 0 := hw.ne'
  simp only [Complex.sq_norm, Complex.normSq_apply, Complex.add_re, Complex.add_im,
    Complex.div_ofReal_re, Complex.div_ofReal_im, Complex.mul_re, Complex.conj_re,
    Complex.conj_im]
  field_simp
  ring
```

For Hermitian `h`, expressed by `hh`, taking the real part loses nothing. The expectation value equals its own complex conjugate and is therefore real, which is the content of `key`. The truncation theorems do not assume Hermiticity, because they concern the real part in any case. The couplings `g q` need not be Hermitian either.

```lean
/-- For a Hermitian `h`, the polaron energy is the full expectation value of `h` minus the
phonon terms, with no real part taken. -/
theorem energy_eq_expectation (h : E →L[ℂ] E) (g : ι → E →L[ℂ] E) (w : ι → ℝ)
    (S : Finset ι) (hh : ∀ x y, inner ℂ (h x) y = inner ℂ x (h y)) (A : E) :
    (energy h g w S A : ℂ) =
      inner ℂ A (h A) - ∑ q ∈ S, (‖inner ℂ A (g q A)‖ : ℂ) ^ 2 / (w q : ℂ) := by
  have key : ((inner ℂ A (h A)).re : ℂ) = inner ℂ A (h A) := by
    apply Complex.conj_eq_iff_re.mp
    rw [inner_conj_symm, hh]
  unfold energy
  push_cast
  rw [key]
```

## Bounding and separating the omitted terms

The Cauchy–Schwarz step has two parts. Here `h1` bounds the expectation value by $\|A\|\,\|GA\|$, and `h2` bounds $\|GA\|$ by $\|G\|\,\|A\|$. Setting $\|A\|=1$ and squaring completes the estimate.

```lean
/-- In a unit state, the squared modulus of the expectation value of a coupling operator is at most
its squared operator norm. -/
theorem coupling_bound (G : E →L[ℂ] E) (A : E) (hA : ‖A‖ = 1) :
    ‖inner ℂ A (G A)‖ ^ 2 ≤ ‖G‖ ^ 2 := by
  have h1 : ‖inner ℂ A (G A)‖ ≤ ‖A‖ * ‖G A‖ := norm_inner_le_norm A (G A)
  have h2 := G.le_opNorm A
  rw [hA, one_mul] at h1
  rw [hA, mul_one] at h2
  exact pow_le_pow_left₀ (norm_nonneg _) (h1.trans h2) 2
```

The identity $F_T(A)=F_S(A)+D(A)$ holds for every amplitude, normalised or not. It follows from splitting the sum over $S$ into the parts over $T$ and $S\setminus T$.

```lean
/-- Omitting the modes of `S` outside `T` changes the energy of a fixed amplitude by exactly
the phonon terms of the omitted modes. -/
theorem energy_split [DecidableEq ι] (h : E →L[ℂ] E) (g : ι → E →L[ℂ] E) (w : ι → ℝ)
    {S T : Finset ι} (hTS : T ⊆ S) (A : E) :
    energy h g w T A =
      energy h g w S A + ∑ q ∈ S \ T, ‖inner ℂ A (g q A)‖ ^ 2 / w q := by
  have hs := Finset.sum_sdiff (f := fun q => ‖inner ℂ A (g q A)‖ ^ 2 / w q) hTS
  unfold energy
  linarith
```

## A ground state exists

From here on the electronic space is finite-dimensional and nonzero. The first condition makes the unit sphere compact, and the second ensures that it contains a vector. The proof establishes continuity of the energy, normalises a nonzero vector, and takes a minimiser on the sphere. It then identifies the minimum value with the infimum in `groundEnergy`. The last clause of the statement is the variational principle needed for trial states.

```lean
variable [FiniteDimensional ℂ E] [Nontrivial E]

/-- On a nonzero finite-dimensional electronic space the ground-state energy is attained by a
unit amplitude, and no unit amplitude has a lower energy. -/
theorem exists_ground_state (h : E →L[ℂ] E) (g : ι → E →L[ℂ] E) (w : ι → ℝ)
    (S : Finset ι) :
    ∃ A : E, ‖A‖ = 1 ∧ energy h g w S A = groundEnergy h g w S ∧
      ∀ B : E, ‖B‖ = 1 → groundEnergy h g w S ≤ energy h g w S B := by
  have : ProperSpace E := FiniteDimensional.proper ℂ E
  have hre : Continuous fun A : E => (inner ℂ A (h A) : ℂ) := by
    fun_prop
  have hph : Continuous fun A : E => ∑ q ∈ S, ‖inner ℂ A (g q A)‖ ^ 2 / w q := by
    fun_prop
  have hcont : Continuous (energy h g w S) := (Complex.continuous_re.comp hre).sub hph
  -- normalising any nonzero vector shows that the unit sphere is nonempty
  have hne : (Metric.sphere (0 : E) 1).Nonempty := by
    obtain ⟨x, hx⟩ := exists_ne (0 : E)
    refine ⟨((‖x‖ : ℂ)⁻¹) • x, ?_⟩
    rw [mem_sphere_zero_iff_norm, norm_smul, norm_inv, Complex.norm_real, norm_norm,
      inv_mul_cancel₀ (norm_ne_zero_iff.mpr hx)]
  -- a continuous function on the compact sphere has a minimiser
  obtain ⟨A, hA, hmin⟩ := (isCompact_sphere (0 : E) 1).exists_isMinOn hne hcont.continuousOn
  have hleast : IsLeast (energy h g w S '' Metric.sphere (0 : E) 1) (energy h g w S A) := by
    refine ⟨⟨A, hA, rfl⟩, ?_⟩
    rintro _ ⟨B, hB, rfl⟩
    exact hmin hB
  have heq : groundEnergy h g w S = energy h g w S A := hleast.csInf_eq
  refine ⟨A, mem_sphere_zero_iff_norm.mp hA, heq.symm, fun B hB => ?_⟩
  rw [heq]
  exact hmin (mem_sphere_zero_iff_norm.mpr hB)
```

## Exchanging the trial states

The hypotheses `hAS` and `hBT` say that `A` is a ground state with all modes of `S` retained and `B` is one with only those of `T`. The conclusion is $D(B)\le\varepsilon_T-\varepsilon_S\le D(A)$. In the proof, `h1` and `h2` are the two trial-state inequalities, while `h3` and `h4` split the energy at `A` and at `B`. Linear arithmetic combines them as in the derivation by hand.

```lean
variable [DecidableEq ι]

/-- The rise of the ground-state energy lies between the omitted phonon terms evaluated in a
truncated ground state `B` and those evaluated in a full ground state `A`. -/
theorem truncation_two_sided (h : E →L[ℂ] E) (g : ι → E →L[ℂ] E) (w : ι → ℝ)
    {S T : Finset ι} (hTS : T ⊆ S) {A B : E} (hA : ‖A‖ = 1) (hB : ‖B‖ = 1)
    (hAS : energy h g w S A = groundEnergy h g w S)
    (hBT : energy h g w T B = groundEnergy h g w T) :
    ∑ q ∈ S \ T, ‖inner ℂ B (g q B)‖ ^ 2 / w q ≤
        groundEnergy h g w T - groundEnergy h g w S ∧
      groundEnergy h g w T - groundEnergy h g w S ≤
        ∑ q ∈ S \ T, ‖inner ℂ A (g q A)‖ ^ 2 / w q := by
  obtain ⟨_, _, _, hS⟩ := exists_ground_state h g w S
  obtain ⟨_, _, _, hT⟩ := exists_ground_state h g w T
  -- each ground state serves as a trial state for the other functional
  have h1 := hS B hB
  have h2 := hT A hA
  have h3 := energy_split h g w hTS A
  have h4 := energy_split h g w hTS B
  constructor <;> linarith
```

## The bound in terms of operator norms

The main theorem assumes `0 < w q` for every mode label. Physically, each mode is a stable oscillation with a restoring force, so the theorem does not cover a mode set that contains unstable modes or zero-frequency translations. The proof obtains one ground state for each mode set and applies the two-sided estimate. Positivity makes the lower end nonnegative, and `coupling_bound` replaces each term at the upper end by `‖g q‖ ^ 2 / w q`.

```lean
/-- For positive phonon frequencies, omitting the modes of `S` outside `T` raises the
ground-state energy by a nonnegative amount, at most the omitted sum of `‖g q‖ ^ 2 / w q`. -/
theorem truncation_error (h : E →L[ℂ] E) (g : ι → E →L[ℂ] E) (w : ι → ℝ)
    (hw : ∀ q, 0 < w q) {S T : Finset ι} (hTS : T ⊆ S) :
    0 ≤ groundEnergy h g w T - groundEnergy h g w S ∧
      groundEnergy h g w T - groundEnergy h g w S ≤ ∑ q ∈ S \ T, ‖g q‖ ^ 2 / w q := by
  obtain ⟨A, hA, hAS, _⟩ := exists_ground_state h g w S
  obtain ⟨B, hB, hBT, _⟩ := exists_ground_state h g w T
  obtain ⟨hlow, hup⟩ := truncation_two_sided h g w hTS hA hB hAS hBT
  constructor
  · exact (Finset.sum_nonneg fun q _ => div_nonneg (sq_nonneg _) (hw q).le).trans hlow
  · exact hup.trans (Finset.sum_le_sum fun q _ =>
      div_le_div_of_nonneg_right (coupling_bound (g q) A hA) (hw q).le)
```

The set `T` may be empty. For Hermitian $h$, $\varepsilon_T$ is then the lowest eigenvalue of $h$, and the theorem limits how far the phonons can lower the energy below it in this finite-basis model. If $T=S$, both the error and the bound are zero.

The theorem bounds an energy, not the change in the polaron's shape, and it treats neither a continuum of modes nor anharmonic lattices. It also compares minima of $F_S$ and $F_T$, not the ground-state energies of fully quantised phonon Hamiltonians.

## Couplings that attain the bound

The hypothesis `hg` says that each omitted coupling is a multiple `c q` of the identity. As in the two-sided estimate, the proof does not use the sign of `w q`, but the energies are minima over the displacements only when `w q > 0`. In the proof, `hsum` shows that the omitted terms have the same value in every unit state: `h1` evaluates the expectation value and `h2` the operator norm, both giving `‖c q‖`. The lower and upper ends of the two-sided estimate then coincide. In a one-dimensional electronic space every operator has this form, so the bound is always an equality there.

```lean
/-- If every omitted mode couples through a multiple of the identity, the rise of the
ground-state energy equals the omitted sum of `‖g q‖ ^ 2 / w q`. -/
theorem truncation_error_sharp (h : E →L[ℂ] E) (g : ι → E →L[ℂ] E) (w : ι → ℝ)
    {S T : Finset ι} (hTS : T ⊆ S) (c : ι → ℂ)
    (hg : ∀ q ∈ S \ T, g q = c q • ContinuousLinearMap.id ℂ E) :
    groundEnergy h g w T - groundEnergy h g w S = ∑ q ∈ S \ T, ‖g q‖ ^ 2 / w q := by
  obtain ⟨A, hA, hAS, _⟩ := exists_ground_state h g w S
  obtain ⟨B, hB, hBT, _⟩ := exists_ground_state h g w T
  obtain ⟨hlow, hup⟩ := truncation_two_sided h g w hTS hA hB hAS hBT
  -- the omitted terms take the same value in every unit state
  have hsum : ∀ C : E, ‖C‖ = 1 →
      ∑ q ∈ S \ T, ‖inner ℂ C (g q C)‖ ^ 2 / w q = ∑ q ∈ S \ T, ‖g q‖ ^ 2 / w q := by
    intro C hC
    refine Finset.sum_congr rfl fun q hq => ?_
    have h1 : ‖inner ℂ C (g q C)‖ = ‖c q‖ := by
      rw [hg q hq]
      simp [inner_self_eq_norm_sq_to_K, hC]
    have h2 : ‖g q‖ = ‖c q‖ := by
      rw [hg q hq, norm_smul, ContinuousLinearMap.norm_id, mul_one]
    rw [h1, h2]
  rw [hsum B hB] at hlow
  rw [hsum A hA] at hup
  exact le_antisymm hup hlow

end

end PolaronModeTruncation
```

```lean
#print axioms PolaronModeTruncation.complete_square
-- 'PolaronModeTruncation.complete_square' depends on axioms: [propext, Classical.choice, Quot.sound]
#print axioms PolaronModeTruncation.energy_eq_expectation
-- 'PolaronModeTruncation.energy_eq_expectation' depends on axioms: [propext, Classical.choice, Quot.sound]
#print axioms PolaronModeTruncation.truncation_error
-- 'PolaronModeTruncation.truncation_error' depends on axioms: [propext, Classical.choice, Quot.sound]
#print axioms PolaronModeTruncation.truncation_error_sharp
-- 'PolaronModeTruncation.truncation_error_sharp' depends on axioms: [propext, Classical.choice, Quot.sound]
```
